# Below the band of a finite Hermitian matrix, Born sums bracket the T matrix of a repulsive potential

At an energy below the band there is no unperturbed state to scatter, but for a repulsive potential the $T$ matrix is still defined, and the error of a truncated Born series has a known sign. Here the unperturbed Hamiltonian $H_0$ and the potential $V$ are finite Hermitian matrices, "repulsive" means that $V$ is positive semidefinite, and "below the band" means that the real energy $E$ is smaller than every real $\mu$ for which $H_0x=\mu x$ has a nonzero solution. `BelowBand` says this through eigenvectors.

```lean
import Mathlib

open Matrix
open scoped ComplexOrder MatrixOrder

namespace BornBracket

noncomputable section

variable {n : Type*} [Fintype n] [DecidableEq n] {H₀ V : Matrix n n ℂ} {E : ℝ}

/-- The real energy `E` lies below every real eigenvalue of `H`. -/
def BelowBand (H : Matrix n n ℂ) (E : ℝ) : Prop :=
  ∀ (μ : ℝ) (x : n → ℂ), x ≠ 0 → H *ᵥ x = (μ : ℂ) • x → E < μ
```

The free and full Green functions are $G_0=(E-H_0)^{-1}$ and $G=(E-H_0-V)^{-1}$. In Lean they are `green H₀ E` and `green (H₀ + V) E`, with no $i0^+$ in the energy. The transition matrix is $T=V+VGV$.

```lean
/-- The Green function `(E - H)⁻¹`, for `E` not an eigenvalue of `H`. -/
def green (H : Matrix n n ℂ) (E : ℝ) : Matrix n n ℂ :=
  ((E : ℂ) • (1 : Matrix n n ℂ) - H)⁻¹

/-- The transition matrix `T = V + V (E - H₀ - V)⁻¹ V`, for `E` not an eigenvalue of `H₀ + V`. -/
def tMatrix (H₀ V : Matrix n n ℂ) (E : ℝ) : Matrix n n ℂ :=
  V + V * green (H₀ + V) E * V
```

Write $S_N=\sum_{k=0}^{N-1}(VG_0)^kV$ for `born H₀ V E N`. The index counts terms, so first Born is $S_1=V$ and second Born is $S_2=V+VG_0V$.

```lean
/-- The sum of the first `N` terms `V + V G₀ V + V G₀ V G₀ V + ...` of the Born series,
for `E` not an eigenvalue of `H₀`. -/
def born (H₀ V : Matrix n n ℂ) (E : ℝ) (N : ℕ) : Matrix n n ℂ :=
  ∑ k ∈ Finset.range N, (V * green H₀ E) ^ k * V
```

The diagonal amplitude `amp M x` is $\langle x|M|x\rangle$, and for unnormalised $x$ it must be divided by $\langle x|x\rangle$.

```lean
/-- The diagonal amplitude `⟨x|M|x⟩`. -/
def amp (M : Matrix n n ℂ) (x : n → ℂ) : ℂ := star x ⬝ᵥ M *ᵥ x
```

For matrices, `P ≤ Q` is the Loewner order: $Q-P$ is positive semidefinite.

## Hermitian $H_0$

Hermiticity of $H_0$ means that the unperturbed system has real energies and no absorption. By hand, it lets us diagonalise $A=H_0-E$ in an orthonormal basis. In Lean, `hH` enters through `posDef_of_belowBand`.

For a non-Hermitian $H_0$, eigenvalues above $E$ are not enough. With $H_0=\begin{pmatrix}1&1\\0&1\end{pmatrix}$, $V=1$ and $E=0$, the difference $V-T=(H_0+1)^{-1}$ is not Hermitian, so $T\le V$ fails.

## An energy below every eigenvalue

Physically, the unperturbed system has no state at $E$ or at any lower energy. By hand, the eigenvalues of $A$ are those of $H_0$ minus $E$, all positive, so $A$ is positive definite. The proof follows the same path: an eigenvector of $H_0-E$ is one of $H_0$ with its eigenvalue shifted by $E$, and `hE` applies to it.

```lean
/-- If `E` lies below every eigenvalue of the Hermitian matrix `H₀`, then `H₀ - E` is
positive definite. -/
theorem posDef_of_belowBand (hH : H₀.IsHermitian) (hE : BelowBand H₀ E) :
    (H₀ - (E : ℂ) • (1 : Matrix n n ℂ)).PosDef := by
  have hA : (H₀ - (E : ℂ) • (1 : Matrix n n ℂ)).IsHermitian := by
    simp [Matrix.IsHermitian, Matrix.conjTranspose_sub, Matrix.conjTranspose_smul, hH.eq]
  rw [hA.posDef_iff_eigenvalues_pos]
  intro i
  have hv := hA.mulVec_eigenvectorBasis i
  have hne : (hA.eigenvectorBasis i).ofLp ≠ 0 := by
    intro h
    exact hA.eigenvectorBasis.orthonormal.ne_zero i (by ext j; exact congrFun h j)
  -- an eigenvector of `H₀ - E` is one of `H₀`, with the eigenvalue shifted by `E`
  have key : H₀ *ᵥ (hA.eigenvectorBasis i).ofLp
      = ((hA.eigenvalues i + E : ℝ) : ℂ) • (hA.eigenvectorBasis i).ofLp := by
    rw [Matrix.sub_mulVec, Matrix.smul_mulVec, Matrix.one_mulVec, sub_eq_iff_eq_add] at hv
    rw [hv]
    ext j
    simp only [Pi.add_apply, Pi.smul_apply, Complex.real_smul, smul_eq_mul, Complex.ofReal_add]
    ring
  have := hE _ _ hne key
  linarith
```

Hence $G_0=-A^{-1}$ exists, is Hermitian and is negative definite. Since $V\ge0$, $A+V$ is also positive definite, and $G=-(A+V)^{-1}$ has the same properties. `green_spec` serves both cases.

```lean
/-- If `H - E` is positive definite, the Green function is a right and left inverse of `E - H`,
is Hermitian, and is negative definite. -/
theorem green_spec {H : Matrix n n ℂ} (hP : (H - (E : ℂ) • (1 : Matrix n n ℂ)).PosDef) :
    ((E : ℂ) • (1 : Matrix n n ℂ) - H) * green H E = 1 ∧
    green H E * ((E : ℂ) • (1 : Matrix n n ℂ) - H) = 1 ∧
    (green H E)ᴴ = green H E ∧ (-green H E).PosDef := by
  have hu : IsUnit ((E : ℂ) • (1 : Matrix n n ℂ) - H) := by
    rw [← neg_sub]
    exact hP.isUnit.neg
  have hd := (Matrix.isUnit_iff_isUnit_det _).1 hu
  have h2 : ((E : ℂ) • (1 : Matrix n n ℂ) - H) * green H E = 1 := Matrix.mul_nonsing_inv _ hd
  have h3 : (H - (E : ℂ) • (1 : Matrix n n ℂ))⁻¹ = -green H E :=
    Matrix.inv_eq_right_inv (by rw [mul_neg, ← neg_mul, neg_sub]; exact h2)
  have h4 : (-green H E).PosDef := by
    rw [← h3]
    exact hP.inv
  have h5 := h4.1.eq
  rw [Matrix.conjTranspose_neg, neg_inj] at h5
  exact ⟨h2, Matrix.nonsing_inv_mul _ hd, h5, h4⟩
```

An energy above an eigenvalue can break either bound, even for $1\times1$ matrices. For $H_0=0$, $V=1$, $E=2$ we get $T=2>V$. For $H_0=0$, $V=2$, $E=1$ we get $T=-2$, while second Born gives $6$.

The result does not carry over as it stands to a real scattering experiment: there the energy lies inside the continuum, and $T$, defined by the limit $E+i0^+$, is in general not Hermitian.

## A repulsive potential

Positive semidefiniteness, `hV`, says that $V$ lowers the energy of no state. It is used first to make $G$ a true inverse. From $V=(E-H_0)-(E-H_0-V)$ follows the resolvent identity in two orderings,
$$G_0VG=G-G_0=GVG_0 .$$
Multiplying by $V$ on both sides gives $VG_0VGV=VGV-VG_0V=VGVG_0V$, and therefore
$$T=V+VG_0T=V+TG_0V .$$

```lean
/-- The Lippmann-Schwinger equations `T = V + V G₀ T = V + T G₀ V`, for `H₀ - E` positive
definite and `V` positive semidefinite. -/
theorem lippmann_schwinger (hP : (H₀ - (E : ℂ) • (1 : Matrix n n ℂ)).PosDef)
    (hV : V.PosSemidef) :
    tMatrix H₀ V E = V + V * green H₀ E * tMatrix H₀ V E ∧
    tMatrix H₀ V E = V + tMatrix H₀ V E * green H₀ E * V := by
  have hF := hP.add_posSemidef hV
  rw [sub_add_eq_add_sub] at hF
  obtain ⟨a2, a1, -, -⟩ := green_spec hP
  obtain ⟨b2, b1, -, -⟩ := green_spec hF
  have hX : V = ((E : ℂ) • (1 : Matrix n n ℂ) - H₀)
      - ((E : ℂ) • (1 : Matrix n n ℂ) - (H₀ + V)) := by abel
  -- the resolvent identity in its two orderings
  have r1 : green H₀ E * V * green (H₀ + V) E = green (H₀ + V) E - green H₀ E :=
    (congrArg (fun M => green H₀ E * M * green (H₀ + V) E) hX).trans (by
      rw [mul_sub, sub_mul, a1, one_mul, mul_assoc, b2, mul_one])
  have r2 : green (H₀ + V) E * V * green H₀ E = green (H₀ + V) E - green H₀ E :=
    (congrArg (fun M => green (H₀ + V) E * M * green H₀ E) hX).trans (by
      rw [mul_sub, sub_mul, b1, one_mul, mul_assoc, a2, mul_one])
  have e1 := congrArg (fun M => V * M * V) r1
  have e2 := congrArg (fun M => V * M * V) r2
  beta_reduce at e1 e2
  unfold tMatrix
  constructor
  · linear_combination (norm := noncomm_ring) -e1
  · linear_combination (norm := noncomm_ring) -e2
```

Next comes the sign of $T$. Since $(A+V)G=-1$,
$$(1+GV)^\dagger V(1+GV)+(GV)^\dagger A(GV)=V+2VGV+VG(A+V)GV=T .$$
Both terms on the left are positive semidefinite, so $T\ge0$. Also $V-T=V(-G)V\ge0$.

```lean
/-- With `G` the full Green function, `T = (1 + GV)ᴴ V (1 + GV) + (GV)ᴴ (H₀ - E) (GV)`, for
`H₀ - E` positive definite and `V` positive semidefinite. -/
theorem tMatrix_eq_squares (hP : (H₀ - (E : ℂ) • (1 : Matrix n n ℂ)).PosDef)
    (hV : V.PosSemidef) :
    tMatrix H₀ V E = (1 + green (H₀ + V) E * V)ᴴ * V * (1 + green (H₀ + V) E * V)
      + (green (H₀ + V) E * V)ᴴ * (H₀ - (E : ℂ) • (1 : Matrix n n ℂ))
        * (green (H₀ + V) E * V) := by
  have hF := hP.add_posSemidef hV
  rw [sub_add_eq_add_sub] at hF
  obtain ⟨b2, -, hG, -⟩ := green_spec hF
  have hY : (E : ℂ) • (1 : Matrix n n ℂ) - (H₀ + V)
      = -((H₀ - (E : ℂ) • (1 : Matrix n n ℂ)) + V) := by abel
  rw [hY] at b2
  rw [Matrix.conjTranspose_add, Matrix.conjTranspose_one, Matrix.conjTranspose_mul, hG,
    hV.1.eq, tMatrix]
  generalize H₀ - (E : ℂ) • (1 : Matrix n n ℂ) = A at b2 ⊢
  have e := congrArg (fun M => V * green (H₀ + V) E * M * V) b2
  beta_reduce at e
  linear_combination (norm := noncomm_ring) e
```

The error after $N$ terms is $T-S_N=(VG_0)^NT$. This is clear for $N=0$, and the induction step is
$$T-S_{N+1}=(VG_0)^N(T-V)=(VG_0)^{N+1}T .$$

```lean
/-- The error of the Born series after `N` terms is `(V G₀)ᴺ T`, for `H₀ - E` positive definite
and `V` positive semidefinite. -/
theorem born_remainder (hP : (H₀ - (E : ℂ) • (1 : Matrix n n ℂ)).PosDef)
    (hV : V.PosSemidef) (N : ℕ) :
    tMatrix H₀ V E - born H₀ V E N = (V * green H₀ E) ^ N * tMatrix H₀ V E := by
  have h : tMatrix H₀ V E - V = V * green H₀ E * tMatrix H₀ V E :=
    sub_eq_of_eq_add' (lippmann_schwinger hP hV).1
  induction N with
  | zero => simp [born]
  | succ N ih =>
    unfold born at ih ⊢
    rw [Finset.sum_range_succ, ← sub_sub, ih, ← mul_sub, h, pow_succ]
    exact (mul_assoc _ _ _).symm
```

The two Lippmann–Schwinger equations together give $T(G_0V)=(VG_0)T$. With $B=(G_0V)^m$, so that $B^\dagger=(VG_0)^m$, half of the factors can move to the right of $T$:
$$T-S_{2m}=B^\dagger TB,\qquad S_{2m+1}-T=-B^\dagger(VG_0T)B=B^\dagger(V-T)B .$$

Mathlib's `SemiconjBy a x y` expresses this exchange: it means `a * x = y * a`. Here `a` is $T$, `x` is $G_0V$ and `y` is $VG_0$. The lemma `pow_right` raises `x` and `y` to the power $m$ at once, giving $T(G_0V)^m=(VG_0)^mT$ without a separate induction. $T$ need not commute with either product.

```lean
/-- With `B = (G₀ V)ᵐ`, the Born error is `Bᴴ T B` after `2m` terms and `-Bᴴ (V - T) B` after
`2m + 1` terms, for `H₀ - E` positive definite and `V` positive semidefinite. -/
theorem born_error (hP : (H₀ - (E : ℂ) • (1 : Matrix n n ℂ)).PosDef)
    (hV : V.PosSemidef) (m : ℕ) :
    tMatrix H₀ V E - born H₀ V E (2 * m)
      = ((green H₀ E * V) ^ m)ᴴ * tMatrix H₀ V E * (green H₀ E * V) ^ m ∧
    born H₀ V E (2 * m + 1) - tMatrix H₀ V E
      = ((green H₀ E * V) ^ m)ᴴ * (V - tMatrix H₀ V E) * (green H₀ E * V) ^ m := by
  obtain ⟨l1, l2⟩ := lippmann_schwinger hP hV
  have hB : ((green H₀ E * V) ^ m)ᴴ = (V * green H₀ E) ^ m := by
    rw [Matrix.conjTranspose_pow, Matrix.conjTranspose_mul, hV.1.eq, (green_spec hP).2.2.1]
  -- `T` carries factors `G₀ V` on its right into factors `V G₀` on its left
  have hc : SemiconjBy (tMatrix H₀ V E) (green H₀ E * V) (V * green H₀ E) := by
    have h := add_left_cancel (l2.symm.trans l1)
    rw [mul_assoc] at h
    exact h
  have hs := (hc.pow_right m).eq
  have h1 : V - tMatrix H₀ V E = -(V * green H₀ E * tMatrix H₀ V E) := by
    rw [← sub_eq_of_eq_add' l1, neg_sub]
  constructor
  · rw [born_remainder hP hV, hB, two_mul, pow_add, mul_assoc _ (tMatrix H₀ V E) _, hs,
      mul_assoc]
  · calc born H₀ V E (2 * m + 1) - tMatrix H₀ V E
        = -(tMatrix H₀ V E - born H₀ V E (2 * m + 1)) := (neg_sub _ _).symm
      _ = -((V * green H₀ E) ^ m * (V * green H₀ E)
            * ((V * green H₀ E) ^ m * tMatrix H₀ V E)) := by
          rw [born_remainder hP hV, show 2 * m + 1 = m + 1 + m by omega, pow_add, pow_succ,
            mul_assoc]
      _ = _ := by
          rw [hB, ← hs, h1]
          simp only [mul_neg, neg_mul, mul_assoc]
```

A matrix $B^\dagger MB$ is positive semidefinite whenever $M$ is, which is `conjTranspose_mul_mul_same`. So $S_{2m}\le T\le S_{2m+1}$ for every $m$, whether or not the series converges.

```lean
/-- For a repulsive `V` and `E` below every eigenvalue of the Hermitian `H₀`, each Born sum with an
even number of terms is `≤ T` and each with an odd number is `≥ T`, in the Loewner order. -/
theorem born_bracket (hH : H₀.IsHermitian) (hE : BelowBand H₀ E) (hV : V.PosSemidef) (m : ℕ) :
    born H₀ V E (2 * m) ≤ tMatrix H₀ V E ∧ tMatrix H₀ V E ≤ born H₀ V E (2 * m + 1) := by
  have hP := posDef_of_belowBand hH hE
  have hF := hP.add_posSemidef hV
  rw [sub_add_eq_add_sub] at hF
  have hT : (tMatrix H₀ V E).PosSemidef := by
    rw [tMatrix_eq_squares hP hV]
    exact (hV.conjTranspose_mul_mul_same _).add (hP.posSemidef.conjTranspose_mul_mul_same _)
  have hVT : (V - tMatrix H₀ V E).PosSemidef := by
    have h := (green_spec hF).2.2.2.posSemidef.conjTranspose_mul_mul_same V
    have e : V - tMatrix H₀ V E = Vᴴ * (-green (H₀ + V) E) * V := by
      rw [hV.1.eq, tMatrix]
      noncomm_ring
    rwa [e]
  rw [Matrix.le_iff, Matrix.le_iff, (born_error hP hV m).1, (born_error hP hV m).2]
  exact ⟨hT.conjTranspose_mul_mul_same _, hVT.conjTranspose_mul_mul_same _⟩
```

Taking $m=1$ on the left and $m=0$ on the right gives $V+VG_0V\le T\le V$.

```lean
/-- For a repulsive `V` and `E` below every eigenvalue of the Hermitian `H₀`,
`V + V (E - H₀)⁻¹ V ≤ T ≤ V` in the Loewner order. -/
theorem second_born_le_tMatrix_le_first_born (hH : H₀.IsHermitian) (hE : BelowBand H₀ E)
    (hV : V.PosSemidef) :
    V + V * green H₀ E * V ≤ tMatrix H₀ V E ∧ tMatrix H₀ V E ≤ V := by
  have h2 := (born_bracket hH hE hV 1).1
  have h1 := (born_bracket hH hE hV 0).2
  simp only [born, Finset.sum_range_succ, Finset.sum_range_zero, mul_one, mul_zero, zero_add,
    pow_zero, pow_one, one_mul] at h1 h2
  exact ⟨h2, h1⟩
```

Attraction can spoil this. For $H_0=1$, $E=0$, $V=-\tfrac12$ we find $T=-1$, below the second Born value $-\tfrac34$. For $V=-2$ we find $T=2$, above $V$.

## A state that feels the potential

The condition $Vx\ne0$, `hx`, is needed only for strict inequalities. If $Vx=0$, the amplitudes of $V$, $S_2$ and $T$ in $x$ all vanish.

The lemma `amp_conj` moves the outer factors of $B^\dagger MB$ onto the state.

```lean
omit [DecidableEq n] in
/-- The amplitude of `Bᴴ M B` in the state `x` is the amplitude of `M` in the state `B x`. -/
theorem amp_conj (B M : Matrix n n ℂ) (x : n → ℂ) :
    amp (Bᴴ * M * B) x = amp M (B *ᵥ x) := by
  simp only [amp, Matrix.star_mulVec, ← Matrix.dotProduct_mulVec, Matrix.mulVec_mulVec,
    Matrix.mul_assoc]
```

For the upper bound,
$$\langle x|V-T|x\rangle=\langle Vx|(-G)|Vx\rangle>0 .$$
For the lower bound, set $y=G_0Vx$, so that $\langle x|T-S_2|x\rangle=\langle y|T|y\rangle$. If $Vy$ were zero, then $\langle Vx|(-G_0)|Vx\rangle=-\langle x|Vy\rangle$ would vanish, contradicting definiteness. So $Vy\ne0$, and $GVy\ne0$ because $G$ is invertible. The sum of squares for $T$ then gives
$$\langle y|T|y\rangle\ge\langle GVy|A|GVy\rangle>0 .$$
The Lean proof takes the same steps, with `hy` for $Vy\ne0$ and `hne` for $GVy\ne0$. The order `<` on complex numbers also requires equal imaginary parts.

```lean
/-- For a repulsive `V`, `E` below every eigenvalue of the Hermitian `H₀`, and a state `x` with
`V x ≠ 0`, second Born strictly underestimates and first Born strictly overestimates the diagonal
amplitude of `T`. -/
theorem amp_strict_bracket (hH : H₀.IsHermitian) (hE : BelowBand H₀ E) (hV : V.PosSemidef)
    {x : n → ℂ} (hx : V *ᵥ x ≠ 0) :
    amp (V + V * green H₀ E * V) x < amp (tMatrix H₀ V E) x ∧
    amp (tMatrix H₀ V E) x < amp V x := by
  have hP := posDef_of_belowBand hH hE
  have hF := hP.add_posSemidef hV
  rw [sub_add_eq_add_sub] at hF
  obtain ⟨b2, -, -, hG⟩ := green_spec hF
  have amp_sub : ∀ M N : Matrix n n ℂ, amp (M - N) x = amp M x - amp N x := fun M N => by
    simp only [amp, Matrix.sub_mulVec, dotProduct_sub]
  constructor
  · have e : tMatrix H₀ V E - (V + V * green H₀ E * V)
        = (green H₀ E * V)ᴴ * tMatrix H₀ V E * (green H₀ E * V) := by
      have h := (born_error hP hV 1).1
      simpa only [born, Finset.sum_range_succ, Finset.sum_range_zero, mul_one, zero_add,
        pow_zero, pow_one, one_mul] using h
    -- the state `y = G₀ V x` still feels the potential
    have hy : V *ᵥ ((green H₀ E * V) *ᵥ x) ≠ 0 := by
      intro h
      have hp : 0 < amp (-green H₀ E) (V *ᵥ x) :=
        (green_spec hP).2.2.2.dotProduct_mulVec_pos hx
      have hz : (V * -green H₀ E * V) *ᵥ x = 0 := by
        rw [mul_neg, neg_mul, Matrix.neg_mulVec, mul_assoc, ← Matrix.mulVec_mulVec, h, neg_zero]
      rw [← amp_conj, hV.1.eq, amp, hz, dotProduct_zero] at hp
      exact lt_irrefl _ hp
    rw [← sub_pos, ← amp_sub, e, amp_conj]
    generalize (green H₀ E * V) *ᵥ x = y at hy ⊢
    have hne : (green (H₀ + V) E * V) *ᵥ y ≠ 0 := by
      intro h
      apply hy
      have h' : V *ᵥ y = ((E : ℂ) • (1 : Matrix n n ℂ) - (H₀ + V)) *ᵥ
          ((green (H₀ + V) E * V) *ᵥ y) := by
        rw [Matrix.mulVec_mulVec, ← mul_assoc, b2, one_mul]
      rw [h', h, Matrix.mulVec_zero]
    have amp_add : ∀ M N : Matrix n n ℂ, amp (M + N) y = amp M y + amp N y := fun M N => by
      simp only [amp, Matrix.add_mulVec, dotProduct_add]
    rw [tMatrix_eq_squares hP hV, amp_add, amp_conj, amp_conj]
    exact add_pos_of_nonneg_of_pos (hV.dotProduct_mulVec_nonneg _) (hP.dotProduct_mulVec_pos hne)
  · have e : V - tMatrix H₀ V E = Vᴴ * (-green (H₀ + V) E) * V := by
      rw [hV.1.eq, tMatrix]
      noncomm_ring
    rw [← sub_pos, ← amp_sub, e, amp_conj]
    exact hG.dotProduct_mulVec_pos hx

end

end BornBracket
```

```lean
#print axioms BornBracket.born_bracket
#print axioms BornBracket.second_born_le_tMatrix_le_first_born
#print axioms BornBracket.amp_strict_bracket
```

```
'BornBracket.born_bracket' depends on axioms: [propext, Classical.choice, Quot.sound]
'BornBracket.second_born_le_tMatrix_le_first_born' depends on axioms: [propext, Classical.choice, Quot.sound]
'BornBracket.amp_strict_bracket' depends on axioms: [propext, Classical.choice, Quot.sound]
```

## Two sites with a strong repulsion on one

Take
$$H_0=\begin{pmatrix}2&-1\\-1&2\end{pmatrix},\qquad V=\begin{pmatrix}3&0\\0&0\end{pmatrix},\qquad E=0 .$$
The eigenvalues of $H_0$ are $1$ and $3$. For the normalised state $x=(1,0)$ we need two matrix elements, $\langle x|G_0|x\rangle=-\tfrac23$ and $\langle x|G|x\rangle=-\tfrac29$. Then
$$\langle x|T|x\rangle=3-9\cdot\tfrac29=1,\qquad\langle x|S_2|x\rangle=3-9\cdot\tfrac23=-3,$$
and indeed $-3<1<3$. Each further Born term is $-2$ times the previous one, so the sums run $3,-3,9,-15,\dots$: they diverge, yet they fall alternately above and below $1$.

For a non-interacting electron and a repulsive defect in a finite tight-binding cluster, at an energy below the cluster's levels, two successive Born sums thus enclose the diagonal amplitude, though the interval may be wide.
